# On average, the free energy from one random-sign vector is never below the exact one

## Definitions and conventions

Let $H$ be a real symmetric $d\times d$ matrix with $d\ge 1$, the Hamiltonian of a finite quantum system in an orthonormal basis. Let $\beta>0$ be the inverse temperature in units of inverse energy. The unnormalised thermal density matrix, the partition function and the exact free energy are

$$A=e^{-\beta H},\qquad Z=\operatorname{Tr}A,\qquad F=-\frac{\ln Z}{\beta}.$$

A sign vector $s$ has every component $s_i$ equal to $1$ or $-1$. There are $2^d$ of them, and $\langle\cdot\rangle$ denotes the average over all of them with equal weight. One sign vector gives the estimates

$$q(s)=s^{\mathsf T}As,\qquad F_s=-\frac{\ln q(s)}{\beta}$$

of $Z$ and $F$. The vector $s$ is not normalised: $s^{\mathsf T}s=d$, so $q(s)$ is $d$ times the expectation value of $A$ in the normalised state $s/\sqrt d$.

## An unbiased trace, a biased logarithm

Stochastic trace estimation replaces the sum over all basis states by a few products of $A$ with random vectors. The estimate $q(s)$ is correct on average, $\langle q\rangle=Z$, but the free energy needs its logarithm, and the logarithm is concave. The result is

$$\langle F_s\rangle\ \ge\ F,\qquad\text{with equality if and only if } A_{ij}=0\text{ for all } i\ne j.$$

For a finite real symmetric Hamiltonian and uniformly drawn signs, averaging many one-vector free energies therefore reduces the noise but leaves a systematic error, unless $A$ is diagonal in the chosen basis.

## The statement in Lean

The theorem is `exactFreeEnergy_le_average`. Its objects correspond to the physics as follows.

- The finite type `n` labels the basis states, and `[Nonempty n]` says that $d\ge1$.
- `H : Matrix n n ℝ` with `hH : H.IsSymm` is the real symmetric Hamiltonian, and `hβ` says that $\beta>0$.
- `boltzmann β H` is $A$. The exponential is that of the matrix, not of its entries.
- `signVec b` is the sign vector encoded by a Boolean assignment `b : n → Bool`, with `true` for $1$ and `false` for $-1$.
- `signAverage` is $\langle\cdot\rangle$, a finite sum divided by the number of assignments.
- `exactFreeEnergy β H` is $F$, and `sampleFreeEnergy β H b` is $F_s$.

The conclusion has two parts: the inequality, and the equivalence between equality and the vanishing of `boltzmann β H i j` for all `i ≠ j`.

The theorem treats the logarithm of a single-vector estimate with the exact exponential. It does not treat complex Hermitian Hamiltonians, other distributions of random vectors, estimates averaged over several vectors before the logarithm is taken, or approximations to $e^{-\beta H}$. It gives the sign of the bias and not its size.

## Every sample is positive

Put $B=e^{-\beta H/2}$. Then $A=B^2$, $B^{\mathsf T}=B$ because $H$ is symmetric, and $B$ has the inverse $e^{\beta H/2}$. Since $s\ne0$, also $Bs\neq 0$, and

$$q(s)=s^{\mathsf T}B^{\mathsf T}Bs=(Bs)^{\mathsf T}(Bs)>0.$$

Every $\ln q(s)$ is thus the logarithm of a positive number.

## The mean of the samples is the trace

Written out in components,

$$\langle q\rangle=\sum_{i,j}A_{ij}\langle s_is_j\rangle .$$

For $i=j$ the product $s_is_j$ is $1$. For $i\ne j$, reversing the sign of $s_i$ maps the set of sign vectors one-to-one onto itself and changes the sign of $s_is_j$. Hence $\langle s_is_j\rangle=-\langle s_is_j\rangle=0$, and

$$\langle q\rangle=\sum_iA_{ii}=Z.$$

As an average of positive numbers, $Z$ is positive.

## The tangent line gives the inequality

For $x>0$ we have $\ln x\le x-1$, with equality only at $x=1$. With $x=q(s)/Z$ this says that

$$g(s)=\frac{q(s)}{Z}-1-\ln q(s)+\ln Z\ \ge\ 0 .$$

The average of the first two terms is $1-1=0$, so

$$\langle g\rangle=\ln Z-\langle\ln q\rangle\ge0,\qquad \langle F_s\rangle-F=\frac{\langle g\rangle}{\beta}\ge0 .$$

Equality means that $\langle g\rangle=0$. An average of non-negative numbers vanishes only if each of them does, so $q(s)=Z$ for every $s$. Conversely, if $q(s)=Z$ for every $s$, then every $g(s)$ is zero.

## A constant quadratic form has no off-diagonal part

Suppose that $q(s)=Z$ for all $s$, and take $i\ne j$. Let $u$ be the vector of ones and $e_i$ the $i$-th basis vector, and set $a=-2e_i$ and $c=-2e_j$. Then $u$, $u+a$, $u+c$ and $u+a+c$ are all sign vectors. Expanding the quadratic form, all terms cancel in the second difference except the cross terms between $a$ and $c$:

$$q(u+a+c)-q(u+a)-q(u+c)+q(u)=a^{\mathsf T}Ac+c^{\mathsf T}Aa=4A_{ij}+4A_{ji}=8A_{ij}.$$

The left side is $Z-Z-Z+Z=0$, so $A_{ij}=0$.

Conversely, if all off-diagonal entries vanish, then $q(s)=\sum_iA_{ii}s_i^2=Z$ for every $s$. For $d=1$ there are no off-diagonal entries, and equality always holds.

## The complete file

```lean
import Mathlib

open Matrix

namespace StochasticFreeEnergy

noncomputable section

variable {n : Type*} [Fintype n] [DecidableEq n]

/-- The vector of signs `1` and `-1` encoded by a Boolean assignment. -/
def signVec (b : n → Bool) : n → ℝ := fun i => if b i = true then 1 else -1

/-- The uniform average of a quantity over all sign vectors. -/
def signAverage (f : (n → Bool) → ℝ) : ℝ :=
  (∑ b, f b) / (Fintype.card (n → Bool) : ℝ)

/-- The matrix exponential `exp(-βH)`, which for symmetric `H` is the unnormalised thermal density
matrix. -/
def boltzmann (β : ℝ) (H : Matrix n n ℝ) : Matrix n n ℝ :=
  NormedSpace.exp (-(β • H))

/-- The exact free energy `-ln(Tr exp(-βH))/β`, for symmetric `H` of positive dimension
and `β ≠ 0`. -/
def exactFreeEnergy (β : ℝ) (H : Matrix n n ℝ) : ℝ :=
  -Real.log (boltzmann β H).trace / β

/-- The free energy `-ln(sᵀ exp(-βH) s)/β` estimated from one sign vector `s`, for
symmetric `H` of positive dimension and `β ≠ 0`. -/
def sampleFreeEnergy (β : ℝ) (H : Matrix n n ℝ) (b : n → Bool) : ℝ :=
  -Real.log (signVec b ⬝ᵥ boltzmann β H *ᵥ signVec b) / β

omit [Fintype n] [DecidableEq n] in
/-- The square of each component of a sign vector is one. -/
lemma signVec_mul_self (b : n → Bool) (i : n) : signVec b i * signVec b i = 1 := by
  unfold signVec
  split_ifs <;> norm_num

omit [DecidableEq n] in
/-- A quadratic form written as a double sum over matrix entries. -/
lemma quad_expand (A : Matrix n n ℝ) (v : n → ℝ) :
    v ⬝ᵥ A *ᵥ v = ∑ i, ∑ j, A i j * (v i * v j) := by
  simp only [Matrix.mulVec, dotProduct, Finset.mul_sum]
  refine Finset.sum_congr rfl fun i _ => Finset.sum_congr rfl fun j _ => ?_
  ring

/-- For symmetric `H`, the quadratic form `vᵀ exp(-βH) v` is positive for every nonzero vector `v`.
-/
theorem boltzmann_quadratic_pos (β : ℝ) {H : Matrix n n ℝ} (hH : H.IsSymm)
    {v : n → ℝ} (hv : v ≠ 0) : 0 < v ⬝ᵥ boltzmann β H *ᵥ v := by
  -- split the propagator into two half steps
  obtain ⟨C, hC⟩ : ∃ C : Matrix n n ℝ, C = (-(β / 2)) • H := ⟨_, rfl⟩
  have hsq : boltzmann β H = NormedSpace.exp C * NormedSpace.exp C := by
    rw [← Matrix.exp_add_of_commute _ _ (Commute.refl C), hC]
    unfold boltzmann
    congr 1
    module
  have hBt : (NormedSpace.exp C)ᵀ = NormedSpace.exp C := by
    rw [← Matrix.exp_transpose, hC, Matrix.transpose_smul, hH.eq]
  have hinv : NormedSpace.exp (-C) * NormedSpace.exp C = 1 := by
    rw [← Matrix.exp_add_of_commute _ _ (Commute.refl C).neg_left, neg_add_cancel,
      NormedSpace.exp_zero]
  have hw : NormedSpace.exp C *ᵥ v ≠ 0 := by
    intro h
    apply hv
    rw [← Matrix.one_mulVec v, ← hinv, ← Matrix.mulVec_mulVec, h, Matrix.mulVec_zero]
  rw [hsq, ← Matrix.mulVec_mulVec, Matrix.dotProduct_mulVec, ← Matrix.mulVec_transpose, hBt]
  refine lt_of_le_of_ne (Finset.sum_nonneg fun i _ => mul_self_nonneg _) ?_
  exact fun h => hw (dotProduct_self_eq_zero.1 h.symm)

/-- For `i ≠ j`, the product of the components `i` and `j` sums to zero over all sign vectors. -/
theorem sum_signs_eq_zero {i j : n} (h : i ≠ j) :
    ∑ b : n → Bool, signVec b i * signVec b j = 0 := by
  -- flipping the sign at `i` reverses every term
  have hinv : Function.Involutive
      (fun b : n → Bool => Function.update b i (!b i)) := by
    intro b
    simp
  have h1 := Equiv.sum_comp (Function.Involutive.toPerm _ hinv)
    (fun b => signVec b i * signVec b j)
  have h2 : ∀ b : n → Bool, signVec (Function.Involutive.toPerm _ hinv b) i *
      signVec (Function.Involutive.toPerm _ hinv b) j = -(signVec b i * signVec b j) := by
    intro b
    change (if Function.update b i (!b i) i = true then (1 : ℝ) else -1) *
      (if Function.update b i (!b i) j = true then (1 : ℝ) else -1) =
      -((if b i = true then (1 : ℝ) else -1) * (if b j = true then (1 : ℝ) else -1))
    rw [Function.update_self, Function.update_of_ne h.symm]
    cases b i <;> cases b j <;> simp
  simp only [h2, Finset.sum_neg_distrib] at h1
  linarith

/-- The average of `sᵀAs` over all sign vectors is `Tr A`. -/
theorem signAverage_quadratic (A : Matrix n n ℝ) :
    signAverage (fun b => signVec b ⬝ᵥ A *ᵥ signVec b) = A.trace := by
  have hN : (Fintype.card (n → Bool) : ℝ) ≠ 0 := by exact_mod_cast Fintype.card_ne_zero
  unfold signAverage
  rw [div_eq_iff hN]
  simp only [quad_expand]
  rw [Finset.sum_comm, Matrix.trace, Finset.sum_mul]
  refine Finset.sum_congr rfl fun i _ => ?_
  rw [Finset.sum_comm]
  simp only [← Finset.mul_sum]
  -- only the diagonal term survives
  rw [Finset.sum_eq_single i (fun j _ hj => by rw [sum_signs_eq_zero hj.symm, mul_zero])
    (fun h => absurd (Finset.mem_univ i) h)]
  simp only [signVec_mul_self, Finset.sum_const, Finset.card_univ, nsmul_eq_mul, mul_one,
    Matrix.diag_apply]

/-- For a positive quantity, the average logarithm over sign vectors is at most the logarithm
of the average, with equality exactly when the quantity is the same for all sign vectors. -/
theorem signAverage_log_le {q : (n → Bool) → ℝ} (hq : ∀ b, 0 < q b) :
    signAverage (fun b => Real.log (q b)) ≤ Real.log (signAverage q) ∧
    (signAverage (fun b => Real.log (q b)) = Real.log (signAverage q) ↔
      ∀ b, q b = signAverage q) := by
  have hN : 0 < (Fintype.card (n → Bool) : ℝ) := by exact_mod_cast Fintype.card_pos
  obtain ⟨T, hT⟩ : ∃ T, T = signAverage q := ⟨_, rfl⟩
  rw [← hT]
  have hT0 : 0 < T := by
    rw [hT]
    exact div_pos (Finset.sum_pos (fun b _ => hq b) Finset.univ_nonempty) hN
  have hsum : ∑ b, q b = T * (Fintype.card (n → Bool) : ℝ) := by
    rw [hT]
    exact (div_mul_cancel₀ _ hN.ne').symm
  -- the distance of the logarithm from its tangent line at the mean
  have hg : ∀ b, 0 ≤ q b / T - 1 - (Real.log (q b) - Real.log T) := by
    intro b
    have h := Real.log_le_sub_one_of_pos (div_pos (hq b) hT0)
    rw [Real.log_div (hq b).ne' hT0.ne'] at h
    linarith
  have hgs : ∑ b, (q b / T - 1 - (Real.log (q b) - Real.log T))
      = (Fintype.card (n → Bool) : ℝ) *
        (Real.log T - signAverage (fun b => Real.log (q b))) := by
    have h1 : (Fintype.card (n → Bool) : ℝ) * signAverage (fun b => Real.log (q b))
        = ∑ b, Real.log (q b) := mul_div_cancel₀ _ hN.ne'
    rw [mul_sub, h1]
    simp only [Finset.sum_sub_distrib, ← Finset.sum_div, hsum, Finset.sum_const,
      Finset.card_univ, nsmul_eq_mul]
    rw [mul_div_cancel_left₀ _ hT0.ne']
    ring
  refine ⟨?_, fun h b => ?_, fun h => ?_⟩
  · have h := Finset.sum_nonneg (fun b (_ : b ∈ Finset.univ) => hg b)
    rw [hgs] at h
    linarith [(mul_nonneg_iff_of_pos_left hN).1 h]
  · rw [h, sub_self, mul_zero] at hgs
    have h0 := (Finset.sum_eq_zero_iff_of_nonneg (fun b _ => hg b)).1 hgs b (Finset.mem_univ b)
    by_contra hne
    have h1 : q b / T ≠ 1 := fun h => hne ((div_eq_one_iff_eq hT0.ne').1 h)
    have h2 := Real.log_lt_sub_one_of_pos (div_pos (hq b) hT0) h1
    rw [Real.log_div (hq b).ne' hT0.ne'] at h2
    linarith
  · simp only [signAverage, h, Finset.sum_const, Finset.card_univ, nsmul_eq_mul]
    exact mul_div_cancel_left₀ _ hN.ne'

/-- For symmetric `A`, the value `sᵀAs` equals `Tr A` for every sign vector exactly when all
off-diagonal entries of `A` vanish. -/
theorem quadratic_eq_trace_iff {A : Matrix n n ℝ} (hA : A.IsSymm) :
    (∀ b, signVec b ⬝ᵥ A *ᵥ signVec b = A.trace) ↔ ∀ i j, i ≠ j → A i j = 0 := by
  constructor
  · intro h i j hij
    -- second difference over the flips of the signs at `i` and `j`
    have e1 : ∀ l : n, signVec (fun k => decide (k ≠ l))
        = signVec (fun _ => true) - Pi.single l 2 := by
      intro l
      funext k
      by_cases hk : k = l <;> norm_num [signVec, hk]
    have e2 : signVec (fun k => decide (k ≠ i ∧ k ≠ j))
        = signVec (fun _ => true) - Pi.single i 2 - Pi.single j 2 := by
      funext k
      by_cases hi : k = i
      · norm_num [signVec, hi, hij]
      · by_cases hj : k = j
        · norm_num [signVec, hj, hij.symm]
        · simp [signVec, hi, hj]
    have hs : ∀ k l : n, (Pi.single k 2 : n → ℝ) ⬝ᵥ A *ᵥ Pi.single l 2 = 4 * A k l := by
      intro k l
      simp only [single_dotProduct, Matrix.mulVec, dotProduct_single]
      ring
    have h0 := h (fun _ => true)
    have h1 := h (fun k => decide (k ≠ i))
    have h2 := h (fun k => decide (k ≠ j))
    have h3 := h (fun k => decide (k ≠ i ∧ k ≠ j))
    rw [e1] at h1 h2
    rw [e2] at h3
    simp only [Matrix.mulVec_sub, dotProduct_sub, sub_dotProduct, hs] at h1 h2 h3
    linarith [hA.apply i j]
  · intro h b
    rw [quad_expand, Matrix.trace]
    refine Finset.sum_congr rfl fun i _ => ?_
    rw [Finset.sum_eq_single i (fun j _ hj => by rw [h i j hj.symm, zero_mul])
      (fun hi => absurd (Finset.mem_univ i) hi), signVec_mul_self, mul_one, Matrix.diag_apply]

/-- For symmetric `H` of positive dimension and `β > 0`, the one-vector free energy averaged
over all sign vectors is at least the exact one, with equality if and only if every
off-diagonal entry of `exp(-βH)` vanishes. -/
theorem exactFreeEnergy_le_average [Nonempty n] {β : ℝ} (hβ : 0 < β)
    {H : Matrix n n ℝ} (hH : H.IsSymm) :
    exactFreeEnergy β H ≤ signAverage (sampleFreeEnergy β H) ∧
    (signAverage (sampleFreeEnergy β H) = exactFreeEnergy β H ↔
      ∀ i j, i ≠ j → boltzmann β H i j = 0) := by
  have hv : ∀ b : n → Bool, signVec b ≠ 0 := by
    intro b h
    obtain ⟨i⟩ := ‹Nonempty n›
    have h1 := signVec_mul_self b i
    rw [h] at h1
    simp at h1
  have hA : (boltzmann β H).IsSymm := by
    unfold Matrix.IsSymm boltzmann
    rw [← Matrix.exp_transpose, Matrix.transpose_neg, Matrix.transpose_smul, hH.eq]
  -- Jensen's inequality for the positive numbers `sᵀAs`, whose average is the trace
  have hJ := signAverage_log_le (fun b => boltzmann_quadratic_pos β hH (hv b))
  rw [signAverage_quadratic, quadratic_eq_trace_iff hA] at hJ
  have hF : signAverage (sampleFreeEnergy β H) = -signAverage
      (fun b => Real.log (signVec b ⬝ᵥ boltzmann β H *ᵥ signVec b)) / β := by
    simp only [signAverage, sampleFreeEnergy, ← Finset.sum_div, Finset.sum_neg_distrib]
    ring
  rw [hF, exactFreeEnergy, div_left_inj' hβ.ne', neg_inj]
  exact ⟨div_le_div_of_nonneg_right (neg_le_neg hJ.1) hβ.le, hJ.2⟩

end

end StochasticFreeEnergy
```

```lean
#print axioms StochasticFreeEnergy.exactFreeEnergy_le_average
```

```
'StochasticFreeEnergy.exactFreeEnergy_le_average' depends on axioms: [propext, Classical.choice, Quot.sound]
```

## From the lemmas to the theorem

`boltzmann_quadratic_pos` is the positivity argument, for any nonzero vector. The matrix $B$ appears as `NormedSpace.exp C`. The steps `hsq`, `hBt` and `hinv` state that its square is $A$, that it is symmetric and that it has an inverse; `hw` concludes that $Bv\ne0$. The quadratic form is then rewritten as a sum of squares, which is non-negative and cannot be zero.

`sum_signs_eq_zero` carries out the sign reversal. The map `Function.update b i (!b i)` is its own inverse, hence a permutation of the assignments, and `Equiv.sum_comp` says that a permutation leaves the sum unchanged. Since `h2` shows that every term changes sign, the sum equals its own negative. `signAverage_quadratic` expands the quadratic form with `quad_expand`, exchanges the sums and keeps only the diagonal term, whose value comes from `signVec_mul_self`. It holds for every real square matrix, symmetric or not.

`signAverage_log_le` is the tangent-line argument for an arbitrary positive function `q` of the assignment, with its mean called `T`. The step `hg` is $g\ge0$, and `hgs` evaluates the sum of $g$ as the number of assignments times the difference between the logarithm of the mean and the mean of the logarithm. For the equality case, `Finset.sum_eq_zero_iff_of_nonneg` makes each term zero, and the strict bound `Real.log_lt_sub_one_of_pos` excludes any value other than the mean.

`quadratic_eq_trace_iff` contains the second difference. The steps `e1` and `e2` write the flipped vectors as the vector of ones minus $2e_i$, $2e_j$ or both, and `hs` evaluates the products of these shifts with $A$. The final `linarith` combines the four values of the quadratic form with the symmetry $A_{ji}=A_{ij}$. The converse direction is the diagonal sum.

In the main theorem, `hv` uses the positive dimension to show that sign vectors are nonzero, and `hA` derives the symmetry of $A$ from that of $H$. The step `hJ` applies the logarithm inequality to $q(s)$; rewriting with `signAverage_quadratic` and `quadratic_eq_trace_iff` turns the mean into the trace and the constancy condition into vanishing off-diagonal entries. Finally, `hF` takes the factor $-1/\beta$ out of the average. Because $\beta>0$, this factor reverses the inequality between the logarithms and preserves the equality case.
